# Dilation of a square-integrable wave function is continuous in mean square at every positive scale

Let $\psi:\mathbb R\to\mathbb C$ be square-integrable, and for a scale $l>0$ let $\psi_l(x)=\sqrt l\,\psi(lx)$. Then for every $m>0$

$$\int|\psi_l(x)-\psi_m(x)|^2\,dx\;\longrightarrow\;0\qquad\text{as } l\to m .$$

With $m=1$ we have $\psi_1=\psi$, so a small rescaling changes a given trial state only slightly. For one particle on a line and a single scale parameter, this says that the trial state of a variational calculation moves through Hilbert space without jumps as the parameter is varied.

## The rescaled state and its density

```lean
import Mathlib

open MeasureTheory Filter Topology ComplexConjugate

namespace DilationContinuity

noncomputable section
```

The first line loads the library Mathlib. The `open` line allows short names, among them `conj` for complex conjugation and `𝓝 a` for "near the point $a$".

```lean
/-- The trial state `ψ` rescaled by `l`: `ψ_l(x) = √l ψ(l x)`. -/
def dilate (l : ℝ) (ψ : ℝ → ℂ) (x : ℝ) : ℂ := ((Real.sqrt l : ℝ) : ℂ) * ψ (l * x)
```

`dilate l ψ x` is $\psi_l(x)$. A state is a plain function `ℝ → ℂ` and need not be normalised. The square root is real, and the notation `((Real.sqrt l : ℝ) : ℂ)` regards it as a complex number. Scales $l>1$ compress the state and scales $l<1$ spread it out.

```lean
/-- For a scale `l ≥ 0`, the density of the rescaled state is `l |ψ(l x)|²`. -/
theorem norm_sq_dilate {l : ℝ} (hl : 0 ≤ l) (ψ : ℝ → ℂ) (x : ℝ) :
    ‖dilate l ψ x‖ ^ 2 = l * ‖ψ (l * x)‖ ^ 2 := by
  rw [dilate, norm_mul, mul_pow, Complex.norm_real, Real.norm_eq_abs, sq_abs, Real.sq_sqrt hl]
```

A theorem in Lean lists its hypotheses before the colon and its claim after it; the proof follows `:=`. Here `hl` names the assumption $l\ge 0$, and the claim is

$$|\psi_l(x)|^2=(\sqrt l)^2\,|\psi(lx)|^2=l\,|\psi(lx)|^2 .$$

The double bars `‖ ‖` are the modulus of a complex number.

```lean
/-- Dilating by `m` and then by `l ≥ 0` amounts to one dilation by the product `l * m`. -/
theorem dilate_dilate {l : ℝ} (hl : 0 ≤ l) (m : ℝ) (ψ : ℝ → ℂ) :
    dilate l (dilate m ψ) = dilate (l * m) ψ := by
  ext x
  simp only [dilate]
  rw [Real.sqrt_mul hl, Complex.ofReal_mul, show m * (l * x) = l * m * x by ring]
  ring
```

Dilating by $m$ and then by $l$ gives

$$\sqrt l\,\sqrt m\,\psi(m\,l\,x)=\sqrt{lm}\,\psi(lm\,x),$$

which is one dilation by $lm$. The tactic `ext x` reduces equality of functions to equality at each point, and `ring` does the algebra.

## Dilation preserves total probability

```lean
/-- Dilation by a positive scale preserves the total probability. -/
theorem integral_norm_sq_dilate {l : ℝ} (hl : 0 < l) (ψ : ℝ → ℂ) :
    ∫ x, ‖dilate l ψ x‖ ^ 2 = ∫ x, ‖ψ x‖ ^ 2 := by
  have h : ∫ x, ‖ψ (l * x)‖ ^ 2 = |l⁻¹| • ∫ y, ‖ψ y‖ ^ 2 :=
    Measure.integral_comp_mul_left (fun y => ‖ψ y‖ ^ 2) l
  simp_rw [norm_sq_dilate hl.le]
  rw [integral_const_mul, h, abs_of_pos (inv_pos.mpr hl), smul_eq_mul, ← mul_assoc,
    mul_inv_cancel₀ hl.ne', one_mul]
```

An integral sign without further marks is the Lebesgue integral over the whole line. With the substitution $y=lx$, $dx=dy/l$,

$$\int|\psi_l(x)|^2dx=\int l\,|\psi(lx)|^2dx=l\cdot\frac1l\int|\psi(y)|^2dy=\int|\psi(y)|^2dy .$$

The substitution is the library result `Measure.integral_comp_mul_left`. No integrability is assumed, because Lean assigns the value zero to a divergent integral, and here both sides diverge together.

```lean
/-- If the density of a state is integrable, so is the density of the rescaled state. -/
theorem integrable_norm_sq_dilate {l : ℝ} (hl : 0 < l) {ψ : ℝ → ℂ}
    (h : Integrable (fun x => ‖ψ x‖ ^ 2)) : Integrable (fun x => ‖dilate l ψ x‖ ^ 2) := by
  simp_rw [norm_sq_dilate hl.le]
  exact (h.comp_mul_left' hl.ne').const_mul l
```

The same substitution shows that $|\psi_l|^2$ is integrable whenever $|\psi|^2$ is. The later proofs need this separately, since an integral of a sum may be split only when the parts are integrable.

## Distance in terms of overlap

```lean
/-- For a continuous state with compact support and a positive scale, the squared distance between
the state and its rescaled copy is twice the total probability minus twice the real part of their
overlap. -/
theorem distance_eq_overlap {l : ℝ} (hl : 0 < l) {ψ : ℝ → ℂ} (hc : Continuous ψ)
    (hs : HasCompactSupport ψ) :
    ∫ x, ‖dilate l ψ x - ψ x‖ ^ 2
      = 2 * (∫ x, ‖ψ x‖ ^ 2) - 2 * (∫ x, conj (ψ x) * dilate l ψ x).re := by
  have hcn : Continuous (fun x => ‖ψ x‖ ^ 2) := by fun_prop
  have hsn : HasCompactSupport (fun x => ‖ψ x‖ ^ 2) :=
    hs.mono (fun x hx h0 => hx (by simp [h0]))
  have hi : Integrable (fun x => ‖ψ x‖ ^ 2) := hcn.integrable_of_hasCompactSupport hsn
  have hcl : Continuous (dilate l ψ) := by
    show Continuous (fun x => ((Real.sqrt l : ℝ) : ℂ) * ψ (l * x))
    fun_prop
  have hco : Continuous (fun x => conj (ψ x) * dilate l ψ x) :=
    (Complex.continuous_conj.comp hc).mul hcl
  have hso : HasCompactSupport (fun x => conj (ψ x) * dilate l ψ x) :=
    hs.mono (fun x hx h0 => hx (by simp [h0]))
  have hov : Integrable (fun x => conj (ψ x) * dilate l ψ x) :=
    hco.integrable_of_hasCompactSupport hso
  have hre : ∫ x, (conj (ψ x) * dilate l ψ x).re = (∫ x, conj (ψ x) * dilate l ψ x).re :=
    Complex.reCLM.integral_comp_comm hov
  have hri : Integrable (fun x => 2 * (conj (ψ x) * dilate l ψ x).re) :=
    (Complex.reCLM.integrable_comp hov).const_mul 2
  have hsum : Integrable (fun x => ‖dilate l ψ x‖ ^ 2 + ‖ψ x‖ ^ 2) :=
    (integrable_norm_sq_dilate hl hi).add hi
  -- expand the square pointwise
  have hp : ∀ a b : ℂ, ‖a - b‖ ^ 2 = (‖a‖ ^ 2 + ‖b‖ ^ 2) - 2 * (conj b * a).re := by
    intro a b
    simp only [Complex.sq_norm, Complex.normSq_apply, Complex.sub_re, Complex.sub_im,
      Complex.mul_re, Complex.conj_re, Complex.conj_im]
    ring
  simp_rw [hp]
  rw [integral_sub hsum hri, integral_add (integrable_norm_sq_dilate hl hi) hi,
    integral_const_mul, hre, integral_norm_sq_dilate hl]
  ring
```

For continuous $\psi$ with compact support, meaning that $\psi$ vanishes outside some bounded interval, the claim is

$$\int|\psi_l-\psi|^2\,dx=2\int|\psi|^2\,dx-2\,\mathrm{Re}\int\overline{\psi}\,\psi_l\,dx .$$

For complex numbers $a$ and $b$,

$$|a-b|^2=|a|^2+|b|^2-2\,\mathrm{Re}(\bar b\,a),$$

which is `hp` in the code. Put $a=\psi_l(x)$ and $b=\psi(x)$ and integrate. The first two terms are equal by norm preservation, which gives the factor 2. The lines before `hp` establish that each term is integrable, and `hre` moves the real part outside the integral.

For a normalised state the squared distance is $2-2\,\mathrm{Re}\langle\psi,\psi_l\rangle$, with the inner product conjugate-linear in its first entry. The limit theorems below do not use this identity.

## The limit for continuous states of compact support

```lean
/-- For a continuous trial state with compact support, the mean-square change under dilation
tends to zero as the scale tends to one. -/
theorem tendsto_dilate_of_compactSupport {ψ : ℝ → ℂ} (hc : Continuous ψ)
    (hs : HasCompactSupport ψ) :
    Tendsto (fun l : ℝ => ∫ x, ‖dilate l ψ x - ψ x‖ ^ 2) (𝓝 1) (𝓝 0) := by
  obtain ⟨C, hC⟩ := hs.exists_bound_of_continuous hc
  obtain ⟨R, hR⟩ := hs.isCompact.isBounded.subset_closedBall (0 : ℝ)
  have hz : ∀ y, R < |y| → ψ y = 0 := by
    intro y hy
    by_contra h
    have h1 := hR (subset_tsupport ψ (Function.mem_support.mpr h))
    rw [Metric.mem_closedBall, Real.dist_eq, sub_zero] at h1
    linarith
  have hmeas : ∀ᶠ l : ℝ in 𝓝 1,
      AEStronglyMeasurable (fun x => ‖dilate l ψ x - ψ x‖ ^ 2) volume := by
    refine Eventually.of_forall fun l => Continuous.aestronglyMeasurable ?_
    unfold dilate
    fun_prop
  -- for scales between 1/2 and 2 everything lives in one fixed interval
  have hbound : ∀ᶠ l : ℝ in 𝓝 1, ∀ᵐ x : ℝ, ‖‖dilate l ψ x - ψ x‖ ^ 2‖
      ≤ (Set.Icc (-(2 * R)) (2 * R)).indicator (fun _ => (3 * C) ^ 2) x := by
    filter_upwards [Ioo_mem_nhds (show (1 / 2 : ℝ) < 1 by norm_num)
      (show (1 : ℝ) < 2 by norm_num)] with l hl
    refine Eventually.of_forall fun x => ?_
    have hl0 : 0 < l := by linarith [hl.1]
    rw [Real.norm_of_nonneg (sq_nonneg _)]
    by_cases hx : x ∈ Set.Icc (-(2 * R)) (2 * R)
    · rw [Set.indicator_of_mem hx]
      have hsq : Real.sqrt l ≤ 2 := Real.sqrt_le_iff.mpr ⟨by norm_num, by linarith [hl.2]⟩
      have hn : ‖dilate l ψ x‖ ≤ 2 * C := by
        rw [dilate, norm_mul, Complex.norm_real, Real.norm_of_nonneg (Real.sqrt_nonneg l)]
        exact mul_le_mul hsq (hC _) (norm_nonneg _) (by norm_num)
      have h3 : ‖dilate l ψ x - ψ x‖ ≤ 3 * C :=
        (norm_sub_le _ _).trans (by linarith [hC x])
      exact pow_le_pow_left₀ (norm_nonneg _) h3 2
    · rw [Set.indicator_of_notMem hx]
      have hx' : 2 * R < |x| := by
        by_contra h
        exact hx (abs_le.mp (not_lt.mp h))
      have h1 : ψ x = 0 := hz x (by linarith [abs_nonneg x])
      have h2 : ψ (l * x) = 0 := hz _ (by
        rw [abs_mul, abs_of_pos hl0]
        nlinarith [mul_nonneg (sub_nonneg.mpr hl.1.le) (abs_nonneg x)])
      simp [dilate, h1, h2]
  have hint : Integrable ((Set.Icc (-(2 * R)) (2 * R)).indicator (fun _ => (3 * C) ^ 2)) :=
    (continuous_const.integrableOn_Icc).integrable_indicator measurableSet_Icc
  have hlim : ∀ᵐ x : ℝ, Tendsto (fun l : ℝ => ‖dilate l ψ x - ψ x‖ ^ 2) (𝓝 1) (𝓝 0) := by
    refine Eventually.of_forall fun x => ?_
    have h1 : Continuous (fun l : ℝ => ((Real.sqrt l : ℝ) : ℂ)) :=
      Complex.continuous_ofReal.comp Real.continuous_sqrt
    have hx : Continuous (fun l : ℝ => ‖dilate l ψ x - ψ x‖ ^ 2) :=
      ((h1.mul (hc.comp (by fun_prop : Continuous fun l : ℝ => l * x))).sub
        continuous_const).norm.pow 2
    have h0 : ‖dilate 1 ψ x - ψ x‖ ^ 2 = 0 := by simp [dilate]
    have h2 : Tendsto (fun l : ℝ => ‖dilate l ψ x - ψ x‖ ^ 2) (𝓝 1)
        (𝓝 (‖dilate 1 ψ x - ψ x‖ ^ 2)) := hx.tendsto 1
    rwa [h0] at h2
  have h := tendsto_integral_filter_of_dominated_convergence _ hmeas hbound hint hlim
  simpa using h
```

`Tendsto F (𝓝 1) (𝓝 0)` reads "$F(l)\to0$ as $l\to1$". The approach is from both sides, and scales close enough to 1 are positive.

The argument is dominated convergence. Choose $C$ with $|\psi|\le C$ everywhere, and $R$ with $\psi(y)=0$ for $|y|>R$. Restrict to $1/2<l<2$.

- If $|x|\le 2R$, then $\sqrt l\le 2$ gives $|\psi_l(x)|\le 2C$, hence $|\psi_l(x)-\psi(x)|^2\le(3C)^2$.
- If $|x|>2R$, then $|x|>R$ and $|lx|\ge|x|/2>R$, so $\psi(x)$ and $\psi_l(x)$ both vanish.

The integrand is therefore bounded, for all these $l$ at once, by the function equal to $(3C)^2$ on $[-2R,2R]$ and zero elsewhere, which has a finite integral. This is `hbound`, where `indicator` builds that function, and `hint` records its integrability.

For fixed $x$, the map $l\mapsto\sqrt l\,\psi(lx)$ is continuous and equals $\psi(x)$ at $l=1$, so the integrand tends to zero at each point; this is `hlim`. Dominated convergence then carries the limit through the integral.

## From compact support to all square-integrable states

```lean
/-- For every square-integrable state, the mean-square change under dilation tends to zero as
the scale tends to one. -/
theorem tendsto_dilate_one {ψ : ℝ → ℂ} (hψ : MemLp ψ 2 volume) :
    Tendsto (fun l : ℝ => ∫ x, ‖dilate l ψ x - ψ x‖ ^ 2) (𝓝 1) (𝓝 0) := by
  rw [Metric.tendsto_nhds]
  intro ε hε
  -- approximate by a continuous state of compact support
  obtain ⟨g, hgs, hgε, hgc, hgm⟩ := MemLp.exists_hasCompactSupport_integral_rpow_sub_le
    (μ := volume) (p := 2) (by norm_num) (f := ψ) (by simpa using hψ)
    (ε := ε / 12) (by positivity)
  have hgε' : ∫ x, ‖ψ x - g x‖ ^ 2 ≤ ε / 12 := by simpa only [Real.rpow_two] using hgε
  have hgm' : MemLp g 2 volume := by simpa using hgm
  have hd : Integrable (fun x => ‖ψ x - g x‖ ^ 2) :=
    (memLp_two_iff_integrable_sq_norm (hψ.sub hgm').1).mp (hψ.sub hgm')
  have hg : Integrable (fun x => ‖g x‖ ^ 2) :=
    (memLp_two_iff_integrable_sq_norm hgm'.1).mp hgm'
  filter_upwards [lt_mem_nhds (zero_lt_one : (0 : ℝ) < 1),
    Metric.tendsto_nhds.mp (tendsto_dilate_of_compactSupport hgc hgs) (ε / 12)
      (by positivity)] with l hl hb
  rw [Real.dist_eq, sub_zero] at hb ⊢
  have hb' := (le_abs_self _).trans_lt hb
  have hnn : 0 ≤ ∫ x, ‖dilate l ψ x - ψ x‖ ^ 2 := integral_nonneg (fun x => sq_nonneg _)
  rw [abs_of_nonneg hnn]
  have hB : Integrable (fun x => ‖dilate l g x - g x‖ ^ 2) := by
    refine (((integrable_norm_sq_dilate hl hg).const_mul 2).add (hg.const_mul 2)).mono'
      (Continuous.aestronglyMeasurable (by unfold dilate; fun_prop))
      (Eventually.of_forall fun x => ?_)
    show ‖‖dilate l g x - g x‖ ^ 2‖ ≤ 2 * ‖dilate l g x‖ ^ 2 + 2 * ‖g x‖ ^ 2
    rw [Real.norm_of_nonneg (sq_nonneg _)]
    nlinarith [pow_le_pow_left₀ (norm_nonneg _) (norm_sub_le (dilate l g x) (g x)) 2,
      sq_nonneg (‖dilate l g x‖ - ‖g x‖)]
  have hA : Integrable (fun x => ‖dilate l (fun y => ψ y - g y) x‖ ^ 2) :=
    integrable_norm_sq_dilate hl hd
  have hAB : Integrable (fun x => ‖dilate l (fun y => ψ y - g y) x‖ ^ 2
      + ‖dilate l g x - g x‖ ^ 2) := hA.add hB
  have hABD : Integrable (fun x => 3 * (‖dilate l (fun y => ψ y - g y) x‖ ^ 2
      + ‖dilate l g x - g x‖ ^ 2 + ‖ψ x - g x‖ ^ 2)) := (hAB.add hd).const_mul 3
  -- split the change into two approximation errors and the change of `g`
  have hpt : ∀ x, ‖dilate l ψ x - ψ x‖ ^ 2 ≤ 3 * (‖dilate l (fun y => ψ y - g y) x‖ ^ 2
      + ‖dilate l g x - g x‖ ^ 2 + ‖ψ x - g x‖ ^ 2) := by
    intro x
    have e : dilate l ψ x - ψ x = dilate l (fun y => ψ y - g y) x
        + (dilate l g x - g x) - (ψ x - g x) := by
      simp only [dilate]
      ring
    rw [e]
    generalize dilate l (fun y => ψ y - g y) x = a
    generalize dilate l g x - g x = b
    generalize ψ x - g x = c
    have h1 : ‖a + b - c‖ ≤ ‖a‖ + ‖b‖ + ‖c‖ :=
      (norm_sub_le _ _).trans (by linarith [norm_add_le a b])
    nlinarith [pow_le_pow_left₀ (norm_nonneg _) h1 2, sq_nonneg (‖a‖ - ‖b‖),
      sq_nonneg (‖b‖ - ‖c‖), sq_nonneg (‖a‖ - ‖c‖)]
  have hle := integral_mono_of_nonneg
    (Eventually.of_forall fun x => sq_nonneg ‖dilate l ψ x - ψ x‖) hABD
    (Eventually.of_forall hpt)
  rw [integral_const_mul, integral_add hAB hd, integral_add hA hB,
    integral_norm_sq_dilate hl] at hle
  linarith
```

`MemLp ψ 2 volume` says that $\psi$ is measurable and $\int|\psi|^2<\infty$. Continuity is no longer required, so the pointwise argument is replaced by approximation.

Let $\varepsilon>0$. Continuous functions of compact support are dense in $L^2$, so there is such a $g$ with $\int|\psi-g|^2\le\varepsilon/12$. By the previous theorem, $\int|g_l-g|^2<\varepsilon/12$ for all $l$ close enough to 1. Since dilation is linear,

$$\psi_l-\psi=\underbrace{(\psi-g)_l}_{a}+\underbrace{(g_l-g)}_{b}-\underbrace{(\psi-g)}_{c}.$$

Next, $|a+b-c|^2\le(|a|+|b|+|c|)^2\le3(|a|^2+|b|^2+|c|^2)$. The last step holds because the right side exceeds the middle by $(|a|-|b|)^2+(|b|-|c|)^2+(|a|-|c|)^2$. By norm preservation $\int|a|^2=\int|c|^2$, so

$$\int|\psi_l-\psi|^2\,dx<3\left(\frac{\varepsilon}{12}+\frac{\varepsilon}{12}+\frac{\varepsilon}{12}\right)=\frac{3\varepsilon}{4}<\varepsilon .$$

In the code, `obtain` supplies $g$, `filter_upwards` selects the scales near 1, `hpt` is the pointwise inequality, and the final `linarith` adds up the three contributions.

## Every positive reference scale

```lean
/-- Dilation of a square-integrable state is continuous in mean square at every positive
scale `m`. -/
theorem tendsto_dilate {ψ : ℝ → ℂ} (hψ : MemLp ψ 2 volume) {m : ℝ} (hm : 0 < m) :
    Tendsto (fun l : ℝ => ∫ x, ‖dilate l ψ x - dilate m ψ x‖ ^ 2) (𝓝 m) (𝓝 0) := by
  have hq : Tendsto (fun l : ℝ => l / m) (𝓝 m) (𝓝 1) := by
    have h : Tendsto (fun l : ℝ => l / m) (𝓝 m) (𝓝 (m / m)) :=
      (continuous_id.div_const m).tendsto m
    rwa [div_self hm.ne'] at h
  refine ((tendsto_dilate_one hψ).comp hq).congr fun l => ?_
  -- the difference is a dilation by `m` of the change under the relative scale `l / m`
  have h := integral_norm_sq_dilate hm (fun x => dilate (l / m) ψ x - ψ x)
  refine h.symm.trans (integral_congr_ae (Eventually.of_forall fun x => ?_))
  have e : dilate m (dilate (l / m) ψ) x = dilate l ψ x := by
    rw [dilate_dilate hm.le, show m * (l / m) = l by field_simp]
  have e2 : dilate m (fun x => dilate (l / m) ψ x - ψ x) x
      = dilate l ψ x - dilate m ψ x := by
    rw [← e]
    simp only [dilate]
    ring
  show ‖dilate m (fun x => dilate (l / m) ψ x - ψ x) x‖ ^ 2
    = ‖dilate l ψ x - dilate m ψ x‖ ^ 2
  rw [e2]

end

end DilationContinuity
```

```lean
#print axioms DilationContinuity.distance_eq_overlap
-- 'DilationContinuity.distance_eq_overlap' depends on axioms: [propext, Classical.choice, Quot.sound]
#print axioms DilationContinuity.tendsto_dilate
-- 'DilationContinuity.tendsto_dilate' depends on axioms: [propext, Classical.choice, Quot.sound]
```

The composition rule gives $(\psi_{l/m})_m=\psi_l$, and therefore

$$\psi_l-\psi_m=(\psi_{l/m}-\psi)_m .$$

Norm preservation removes the outer dilation:

$$\int|\psi_l-\psi_m|^2\,dx=\int|\psi_{l/m}-\psi|^2\,dx .$$

As $l\to m$ the ratio $l/m$ tends to 1, which is `hq`, and the previous theorem finishes the proof.

The state is held fixed throughout, and no rate of convergence is given: how close $l$ must be to $m$ depends on $\psi$. Mean-square closeness also does not by itself control the kinetic energy, which involves derivatives of $\psi$.

## Rescaling a trial function numerically

For a Gaussian $e^{-ax^2}$ with $a>0$, dilation replaces the exponent $a$ by $l^2a$ and multiplies the function by $\sqrt l$. After normalisation, the overlap with the original is $\sqrt{2l/(1+l^2)}$. At $l=1.1$ the squared distance is then about $0.0045$.

On a grid, the point $lx$ usually falls between grid points and $\psi(lx)$ has to be interpolated, so the norm is preserved only up to interpolation and quadrature error. The box must also be wide enough for the spread-out state when $l<1$. Close to $l=1$ it is better to sum $|\psi_l-\psi|^2$ directly: both routes subtract nearly equal numbers, but the overlap formula loses about twice as many digits to rounding.
